# Screening bound for the inverse capacitance matrix of a grounded dot array

## Charges, potentials and capacitances

Take finitely many quantum dots, labelled by \(i\), with charges \(q_i\) and potentials \(v_i\). Ground and gates are the reference at zero potential. The capacitance matrix \(C\) is real and relates the two sets of variables by

\[ q = C v, \qquad P = C^{-1}, \qquad g_i = \sum_j C_{ij}. \]

For \(i\neq j\), \(-C_{ij}\) is the mutual capacitance of dots \(i\) and \(j\). The row sum \(g_i\) is the capacitance of dot \(i\) to ground and gates. An array is called grounded if

\[ C_{ij}\le 0 \ \ (i\ne j), \qquad g_i>0 \ \text{ for every } i. \]

The second condition is a postulate about the device: some field lines from each dot end on a gate or on ground, and not all on other dots. It gives \(C_{ii}=g_i-\sum_{k\ne i}C_{ik}\ge g_i>0\).

The energy of the charges and the energy needed to add a charge \(e\) to dot \(j\) are

\[ U(q)=\tfrac12\, q\cdot Pq, \qquad A_j(q)=U(q+e\,\delta_j)-U(q), \]

where \(\delta_j\) is the vector with 1 at dot \(j\) and 0 elsewhere.

## A positive charge lifts its own dot most

In a grounded array \(C\) is invertible, and for \(i\neq j\)

\[ P_{jj}>0,\qquad P_{ij}\le\Bigl(1-\frac{g_i}{C_{ii}}\Bigr)P_{jj},\qquad P_{ij}<P_{jj}. \]

Symmetry of \(C\) is not used here. If \(C\) is also symmetric and \(e\ne0\), then for every background charge \(q\)

\[ A_j(q+e\,\delta_i)<A_j(q+e\,\delta_j). \]

In the classical model with constant capacitances, which has no tunnelling and no level spacing, this orders the charging energies used for dot arrays: repulsion between two dots is weaker than repulsion on either one.

## Derivation from the extremes of the potential

**Highest potential.** Let \(v_m\) be the largest potential. For \(k\neq m\), \(C_{mk}\le0\) and \(v_k\le v_m\) give \(C_{mk}v_k\ge C_{mk}v_m\). Summing over \(k\),

\[ (Cv)_m\ge g_m v_m. \]

Applied to \(-v\), this gives \((Cv)_m\le g_m v_m\) at the lowest potential.

**Invertibility.** If \(Cv=0\), then \(g_mv_m\le0\) at the maximum, so no potential is positive. The same holds for \(-v\), hence \(v=0\). A square matrix with trivial kernel is invertible.

**Sign of \(P_{jj}\).** Let \(v\) be column \(j\) of \(P\), so \(v_k=P_{kj}\) and \(Cv=\delta_j\): this is the potential profile of a unit charge on dot \(j\). Suppose \(v_j\le0\). At the minimum \(m\), \(0\le(Cv)_m\le g_mv_m\), so all potentials are nonnegative. Dot \(j\) is then itself a minimum, and \(1=(Cv)_j\le g_jv_j\le0\), a contradiction. So \(v_j>0\).

**No dot lies above dot \(j\).** If the maximum is at some \(m\ne j\), that dot is neutral, so \(g_mv_m\le0\) and \(v_m\le0<v_j\), which contradicts maximality. Hence \(v_k\le v_j\) for all \(k\).

**Charge balance on dot \(i\ne j\).** From \(\sum_kC_{ik}v_k=0\) it follows that

\[ \sum_k C_{ik}(v_k-v_j)=-g_iv_j. \]

Each term with \(k\ne i\) is a product of two nonpositive numbers, so \(C_{ii}(v_i-v_j)\le-g_iv_j\). Division by \(C_{ii}>0\) gives the bound. It is strictly below \(v_j\), because \(g_iv_j/C_{ii}>0\).

**Addition energy.** If \(C\) is symmetric, so is \(P\), and expanding the square gives

\[ A_j(q)=e\,(Pq)_j+\tfrac12e^2P_{jj}. \]

Replacing \(q\) by \(q+e\,\delta_i\) adds \(e^2P_{ji}=e^2P_{ij}\), whatever \(q\) is. The two addition energies being compared therefore differ by \(e^2(P_{jj}-P_{ij})>0\).

## Two dots reach the bound

Number the dots 0 and 1, with capacitances \(g,h>0\) to ground and mutual capacitance \(c\ge0\):

\[ C=\begin{pmatrix} g+c&-c\\-c&h+c\end{pmatrix}. \]

With a unit charge on dot 1, neutrality of dot 0 reads \((g+c)P_{01}-cP_{11}=0\). So \(P_{01}=\frac{c}{g+c}P_{11}=\bigl(1-\frac{g}{g+c}\bigr)P_{11}\), which is equality.

The same formula shows what grounding does. For \(g=0\) and \(c,h>0\) the matrix is still invertible, but \(P_{01}=P_{11}\). Nonnegative row sums together with invertibility are thus too weak for the strict inequality.

## A chain of three dots in numbers

Let dots 0, 1, 2 each have capacitance \(c_0\) to ground, with mutual capacitance \(c_0\) between neighbours:

\[ C=c_0\begin{pmatrix}2&-1&0\\-1&3&-1\\0&-1&2\end{pmatrix},\qquad
P=\frac1{8c_0}\begin{pmatrix}5&2&1\\2&4&2\\1&2&5\end{pmatrix}. \]

For a charge on dot 0, the bound on dot 1 is \(\frac23\cdot\frac58=\frac5{12}\) in units of \(1/c_0\), and the actual value is \(\frac14\). For a charge on dot 1, the bound on dot 0 is \(\frac12\cdot\frac48=\frac14\), which is attained.

With \(c_0=100\) aF and \(e\) the elementary charge, \(e^2/c_0\approx1.60\) meV. An electron on dot 0 then raises the addition energies of dots 0, 1 and 2 by about 1.00, 0.40 and 0.20 meV.

## From a capacitance matrix to interaction parameters

A charge-stability calculation can start from a matrix \(C\) computed with an electrostatic solver. If the gates are among the solver's conductors, \(C\) is the block of the Maxwell capacitance matrix that belongs to the dots. One inverts this block and writes the energy of \(N_i\) electrons per dot as

\[ \sum_i \frac{U_i}{2}N_i(N_i-1)+\sum_{i<j}V_{ij}N_iN_j+\text{terms linear in }N+\text{const}, \]

with \(U_i=e^2P_{ii}\) and \(V_{ij}=e^2P_{ij}\). For a grounded array with symmetric \(C\) the result says \(V_{ij}<U_i\) and \(V_{ij}<U_j\), and the screening bound reads \(V_{ij}/U_j\le1-g_i/C_{ii}\). Fixed gate voltages enter as an offset in \(q\), which changes only the linear terms and the constant, not \(U_i\) or \(V_{ij}\).

## The Lean file

```lean
import Mathlib

open Matrix

namespace DotArrayCapacitance

noncomputable section

variable {n : Type*} [Fintype n] [DecidableEq n]

/-- The capacitance of dot `i` to ground and gates: the sum of row `i` of the capacitance matrix. -/
def groundCap (C : Matrix n n ℝ) (i : n) : ℝ := ∑ j, C i j

/-- A capacitance matrix of a dot array: off-diagonal entries are nonpositive, and every dot has
a positive capacitance to ground. -/
structure IsGroundedArray (C : Matrix n n ℝ) : Prop where
  offdiag : ∀ i j, i ≠ j → C i j ≤ 0
  grounded : ∀ i, 0 < groundCap C i

/-- In a grounded array, the dot of highest potential carries at least the charge that its
capacitance to ground would hold at that potential. -/
theorem ground_charge_le_at_peak {C : Matrix n n ℝ} (hC : IsGroundedArray C) (v : n → ℝ) (m : n)
    (hm : ∀ k, v k ≤ v m) : groundCap C m * v m ≤ (C *ᵥ v) m := by
  simp only [groundCap, Finset.sum_mul, Matrix.mulVec, dotProduct]
  apply Finset.sum_le_sum
  intro k _
  by_cases h : m = k
  · subst h
    exact le_rfl
  · exact mul_le_mul_of_nonpos_left (hm k) (hC.offdiag m k h)

/-- Maximum principle: in a grounded array, if no dot other than `j` carries positive charge and
dot `j` has nonnegative potential, then no dot has a higher potential than dot `j`. -/
theorem potential_le_charged_dot {C : Matrix n n ℝ} (hC : IsGroundedArray C) (v : n → ℝ) (j : n)
    (hq : ∀ i, i ≠ j → (C *ᵥ v) i ≤ 0) (hj : 0 ≤ v j) (i : n) : v i ≤ v j := by
  have : Nonempty n := ⟨j⟩
  obtain ⟨m, hm⟩ := Finite.exists_max v
  by_cases h : m = j
  · subst h
    exact hm i
  · -- a peak on a dot without positive charge cannot be positive
    have h1 := ground_charge_le_at_peak hC v m hm
    have h2 := hq m h
    have h3 : v m ≤ 0 := by
      by_contra hc
      have := mul_pos (hC.grounded m) (not_le.mp hc)
      linarith
    linarith [hm i]

/-- In a grounded array, column `j` of the inverse capacitance matrix is the potential profile
produced by a unit charge on dot `j` and no charge elsewhere. -/
theorem unit_charge_profile {C : Matrix n n ℝ} (hC : IsGroundedArray C) (j i : n) :
    (C *ᵥ fun k => C⁻¹ k j) i = if i = j then 1 else 0 := by
  have : Nonempty n := ⟨j⟩
  -- without charge no potential is positive
  have hz : ∀ w : n → ℝ, C *ᵥ w = 0 → ∀ k, w k ≤ 0 := by
    intro w hw k
    obtain ⟨m, hm⟩ := Finite.exists_max w
    have h1 := ground_charge_le_at_peak hC w m hm
    rw [hw, Pi.zero_apply] at h1
    by_contra hc
    have := mul_pos (hC.grounded m) (lt_of_lt_of_le (not_le.mp hc) (hm k))
    linarith
  have hdet : C.det ≠ 0 := by
    intro h0
    obtain ⟨w, hw, hCw⟩ := Matrix.exists_mulVec_eq_zero_iff.mpr h0
    apply hw
    funext k
    have h1 := hz w hCw k
    have h2 := hz (-w) (by rw [Matrix.mulVec_neg, hCw, neg_zero]) k
    rw [Pi.neg_apply] at h2
    rw [Pi.zero_apply]
    linarith
  have h := congrFun (congrFun (Matrix.mul_nonsing_inv C (isUnit_iff_ne_zero.mpr hdet)) i) j
  rw [Matrix.mul_apply, Matrix.one_apply] at h
  simpa only [Matrix.mulVec, dotProduct] using h

/-- Screening bound: in a grounded array, a positive charge on dot `j` alone gives that dot a
positive potential, and any other dot `i` at most the fraction `1 - g_i / C_ii` of it, where `g_i`
is the capacitance of dot `i` to ground. -/
theorem screening_bound {C : Matrix n n ℝ} (hC : IsGroundedArray C) {i j : n} (hij : i ≠ j) :
    0 < C⁻¹ j j ∧ C⁻¹ i j ≤ (1 - groundCap C i / C i i) * C⁻¹ j j := by
  have : Nonempty n := ⟨j⟩
  have hcol := unit_charge_profile hC j
  generalize hv : (fun k => C⁻¹ k j) = v at hcol
  have hvk : ∀ k, C⁻¹ k j = v k := fun k => congrFun hv k
  rw [hvk i, hvk j]
  -- the peak estimate, read for the lowest potential
  have hlow : ∀ m, (∀ k, v m ≤ v k) → (C *ᵥ v) m ≤ groundCap C m * v m := by
    intro m hm
    have h := ground_charge_le_at_peak hC (-v) m (fun k => neg_le_neg (hm k))
    rw [Matrix.mulVec_neg, Pi.neg_apply, Pi.neg_apply] at h
    linarith
  have hpos : 0 < v j := by
    by_contra hc
    obtain ⟨m, hm⟩ := Finite.exists_min v
    have h1 := hlow m hm
    have h2 : 0 ≤ (C *ᵥ v) m := by
      rw [hcol m]
      split_ifs <;> norm_num
    have h3 : 0 ≤ v m := by
      by_contra hn
      have := mul_neg_of_pos_of_neg (hC.grounded m) (not_le.mp hn)
      linarith
    have h4 := hlow j (fun k => by linarith [hm k, not_lt.mp hc])
    rw [hcol j, if_pos rfl] at h4
    have := mul_nonneg (hC.grounded j).le (neg_nonneg.mpr (not_lt.mp hc))
    linarith
  refine ⟨hpos, ?_⟩
  have hmax := potential_le_charged_dot hC v j
    (fun k hk => by rw [hcol k, if_neg hk]) hpos.le
  -- charge balance on the neutral dot `i`, potentials measured from that of dot `j`
  have hbal : ∑ k, C i k * (v k - v j) = -(groundCap C i * v j) := by
    have h := hcol i
    rw [if_neg hij] at h
    simp only [Matrix.mulVec, dotProduct] at h
    simp only [mul_sub, Finset.sum_sub_distrib, groundCap, Finset.sum_mul]
    rw [h, zero_sub]
  have hrest : 0 ≤ ∑ k ∈ Finset.univ.erase i, C i k * (v k - v j) :=
    Finset.sum_nonneg fun k hk => mul_nonneg_of_nonpos_of_nonpos
      (hC.offdiag i k (Finset.ne_of_mem_erase hk).symm) (sub_nonpos.mpr (hmax k))
  have hsplit := Finset.add_sum_erase Finset.univ (fun k => C i k * (v k - v j))
    (Finset.mem_univ i)
  have hdiag : 0 < C i i := by
    have h1 := Finset.add_sum_erase Finset.univ (fun k => C i k) (Finset.mem_univ i)
    have h2 : ∑ k ∈ Finset.univ.erase i, C i k ≤ 0 :=
      Finset.sum_nonpos fun k hk => hC.offdiag i k (Finset.ne_of_mem_erase hk).symm
    have h3 := hC.grounded i
    simp only [groundCap] at h3
    linarith
  have hr : groundCap C i / C i i * C i i = groundCap C i := div_mul_cancel₀ _ hdiag.ne'
  have he : C i i * ((1 - groundCap C i / C i i) * v j) = C i i * v j - groundCap C i * v j := by
    linear_combination (-v j) * hr
  refine le_of_mul_le_mul_left ?_ hdiag
  rw [he]
  linarith

/-- In a grounded array, a positive charge on dot `j` alone leaves every other dot `i` at a strictly
lower potential than dot `j` itself: `P_ij < P_jj` for the inverse capacitance matrix `P`. -/
theorem mutual_lt_self {C : Matrix n n ℝ} (hC : IsGroundedArray C) {i j : n} (hij : i ≠ j) :
    C⁻¹ i j < C⁻¹ j j := by
  obtain ⟨hpos, hle⟩ := screening_bound hC hij
  have hdiag : 0 < C i i := by
    have h1 := Finset.add_sum_erase Finset.univ (fun k => C i k) (Finset.mem_univ i)
    have h2 : ∑ k ∈ Finset.univ.erase i, C i k ≤ 0 :=
      Finset.sum_nonpos fun k hk => hC.offdiag i k (Finset.ne_of_mem_erase hk).symm
    have h3 := hC.grounded i
    simp only [groundCap] at h3
    linarith
  have := mul_pos (div_pos (hC.grounded i) hdiag) hpos
  linarith

/-- The capacitance matrix of two dots with capacitances `g` and `h` to ground and mutual
capacitance `c`. -/
def twoDot (g h c : ℝ) : Matrix (Fin 2) (Fin 2) ℝ := !![g + c, -c; -c, h + c]

/-- Two dots with positive capacitances to ground and nonnegative mutual capacitance form a grounded
array in which the screening bound on dot 0, for a charge on dot 1, is an equality. -/
theorem twoDot_saturates {g h c : ℝ} (hg : 0 < g) (hh : 0 < h) (hc : 0 ≤ c) :
    IsGroundedArray (twoDot g h c) ∧
      (twoDot g h c)⁻¹ 0 1 =
        (1 - groundCap (twoDot g h c) 0 / twoDot g h c 0 0) * (twoDot g h c)⁻¹ 1 1 := by
  have e00 : twoDot g h c 0 0 = g + c := rfl
  have e01 : twoDot g h c 0 1 = -c := rfl
  have e10 : twoDot g h c 1 0 = -c := rfl
  have e11 : twoDot g h c 1 1 = h + c := rfl
  have g0 : groundCap (twoDot g h c) 0 = g := by
    rw [groundCap, Fin.sum_univ_two, e00, e01]
    ring
  have g1 : groundCap (twoDot g h c) 1 = h := by
    rw [groundCap, Fin.sum_univ_two, e10, e11]
    ring
  have hC : IsGroundedArray (twoDot g h c) := by
    refine ⟨?_, ?_⟩
    · rw [Fin.forall_fin_two]
      constructor
      · rw [Fin.forall_fin_two]
        exact ⟨fun hn => absurd rfl hn, fun _ => by rw [e01]; linarith⟩
      · rw [Fin.forall_fin_two]
        exact ⟨fun _ => by rw [e10]; linarith, fun hn => absurd rfl hn⟩
    · rw [Fin.forall_fin_two, g0, g1]
      exact ⟨hg, hh⟩
  refine ⟨hC, ?_⟩
  -- charge balance on the neutral dot fixes the ratio of the two potentials
  have hcol := unit_charge_profile hC 1 0
  rw [if_neg (by decide)] at hcol
  simp only [Matrix.mulVec, dotProduct, Fin.sum_univ_two, e00, e01] at hcol
  have hne : g + c ≠ 0 := by positivity
  have hr : g / (g + c) * (g + c) = g := div_mul_cancel₀ _ hne
  rw [g0, e00]
  apply mul_left_cancel₀ hne
  linear_combination hcol + (twoDot g h c)⁻¹ 1 1 * hr

/-- The electrostatic energy of charges `q` on the dots, where `P` is the matrix that turns
charges into potentials. -/
def energy (P : Matrix n n ℝ) (q : n → ℝ) : ℝ := (q ⬝ᵥ P *ᵥ q) / 2

/-- The energy needed to add a charge `e` to dot `j` when the array already holds charges `q`. -/
def additionEnergy (P : Matrix n n ℝ) (e : ℝ) (q : n → ℝ) (j : n) : ℝ :=
  energy P (q + Pi.single j e) - energy P q

/-- For a symmetric potential matrix `P`, a charge `e` placed on dot `i` shifts the addition
energy of dot `j` by `e² P_ij`, whatever charges were there before. -/
theorem additionEnergy_shift {P : Matrix n n ℝ} (hP : P.IsSymm) (e : ℝ) (q : n → ℝ) (i j : n) :
    additionEnergy P e (q + Pi.single i e) j = additionEnergy P e q j + e ^ 2 * P i j := by
  have key : ∀ a b : n,
      (Pi.single a e : n → ℝ) ⬝ᵥ P *ᵥ (Pi.single b e : n → ℝ) = e ^ 2 * P a b := by
    intro a b
    rw [single_dotProduct]
    simp only [Matrix.mulVec, dotProduct_single]
    ring
  have hs : P j i = P i j := hP.apply i j
  simp only [additionEnergy, energy, Matrix.mulVec_add, dotProduct_add, add_dotProduct, key, hs]
  ring

/-- In a grounded array with symmetric capacitance matrix, a nonzero charge `e` already added to
dot `j` makes the next charge `e` on dot `j` costlier than if the first had gone to another
dot `i`. -/
theorem additionEnergy_lt {C : Matrix n n ℝ} (hC : IsGroundedArray C) (hs : C.IsSymm)
    {e : ℝ} (he : e ≠ 0) (q : n → ℝ) {i j : n} (hij : i ≠ j) :
    additionEnergy C⁻¹ e (q + Pi.single i e) j < additionEnergy C⁻¹ e (q + Pi.single j e) j := by
  have hP : (C⁻¹).IsSymm := by
    unfold Matrix.IsSymm
    rw [Matrix.transpose_nonsing_inv, hs.eq]
  rw [additionEnergy_shift hP, additionEnergy_shift hP]
  have := mul_lt_mul_of_pos_left (mutual_lt_self hC hij) (pow_pos (abs_pos.mpr he) 2)
  rw [sq_abs] at this
  linarith

end

end DotArrayCapacitance
```

```lean
#print axioms DotArrayCapacitance.screening_bound
#print axioms DotArrayCapacitance.twoDot_saturates
#print axioms DotArrayCapacitance.additionEnergy_lt
```

```
'DotArrayCapacitance.screening_bound' depends on axioms: [propext, Classical.choice, Quot.sound]
'DotArrayCapacitance.twoDot_saturates' depends on axioms: [propext, Classical.choice, Quot.sound]
'DotArrayCapacitance.additionEnergy_lt' depends on axioms: [propext, Classical.choice, Quot.sound]
```

## What the Lean statements say

The type `n` is any finite set of dots. `groundCap C i` is \(g_i\), and `IsGroundedArray C` holds the two conditions on \(C\). The product `C *ᵥ v` is the charge vector, `C⁻¹ i j` is \(P_{ij}\), and `Pi.single j e` is \(e\,\delta_j\).

`screening_bound` states \(P_{jj}>0\) together with the quantitative bound, and `mutual_lt_self` the strict inequality. Both compare entries within one column. Only `additionEnergy_lt` assumes `C.IsSymm`. There `e` is any nonzero real number, so the sign of the electron charge is immaterial, and `q` is any real vector, not necessarily integer multiples of `e`.

Lean assigns an inverse even to singular matrices. `unit_charge_profile` settles the matter by showing \(CP=1\) entry by entry.

The conditions on \(C\) are assumed, not derived from Poisson's equation, and the capacitances don't depend on the charges.

## How the lemmas carry the argument

`ground_charge_le_at_peak` is the estimate at the highest potential. `Finset.sum_le_sum` reduces it to single terms, and the case split separates the diagonal term, an equality, from the others.

`potential_le_charged_dot` picks a maximum with `Finite.exists_max` and distinguishes whether it sits on dot \(j\). It is slightly more general than the derivation above, since the other dots may carry negative charge.

In `unit_charge_profile`, `hz` shows that a chargeless array has no positive potential. A zero determinant would supply a nonzero kernel vector `w`, and `hz` applied to `w` and `-w` forces it to vanish.

In `screening_bound`, `generalize` names column \(j\) of the inverse `v`. Then `hlow` is the estimate at the minimum, `hpos` the contradiction argument for \(v_j>0\), and `hmax` the statement that no dot lies above dot \(j\). The charge balance is `hbal`, the sign of the terms with \(k\ne i\) is `hrest`, and `hsplit` separates off the diagonal term. The last lines compare both sides after multiplication by \(C_{ii}\), which `hdiag` shows to be positive. `mutual_lt_self` adds the positivity of \(g_iP_{jj}/C_{ii}\).

`twoDot_saturates` checks that the two-dot matrix is grounded, then obtains the equality from the neutrality of dot 0 by `linear_combination`.

For the energies, `key` in `additionEnergy_shift` evaluates the product of two single-dot charge vectors through \(P\). Symmetry identifies \(P_{ji}\) with \(P_{ij}\), and `ring` collects the expansion. `additionEnergy_lt` transfers symmetry from \(C\) to its inverse, applies the shift formula to both sides, and multiplies `mutual_lt_self` by \(e^2>0\).
